# The decoherence function of a single bath mode with weight g ≥ 0 and frequency 2π/((K+1)T) is at least 8g/(K+1)² at the times T, 2T, …, KT

For a bath with finitely many modes, the decoherence function is defined here as G(t) = ∑ g_j (1 − cos(w_j t)), with real weights g_j and frequencies w_j. The lemma takes a single mode of weight g ≥ 0 and frequency 2π/((K+1)T), with T ≠ 0, and states that G(nT) ≥ 8g/(K+1)² for every whole number n from 1 to K. At time nT the phase is the fraction n/(K+1) of a full turn, which lies at least 1/(K+1) away from both 0 and 1. The attempt bounds the cosine by a parabola, cos(2πs) ≤ 1 − 8s² for 0 ≤ s ≤ 1/2, and for phases past half a turn applies the same bound to 1 − s.

As first written in Lean, the proof fails:

```lean
import Mathlib

open Real

namespace SingleModeSharpness

noncomputable section

variable {ι : Type*} [Fintype ι]

/-- The decoherence function `G(t) = ∑ g_j (1 - cos (w_j t))` of a bath with finitely many
modes of weights `g_j` and frequencies `w_j`. -/
def decoherence (g w : ι → ℝ) (t : ℝ) : ℝ := ∑ j, g j * (1 - cos (w j * t))

/-- One mode with weight `g ≥ 0` and frequency `2 π / ((K + 1) T)`, where `T ≠ 0`, has
`G(n T) ≥ 8 g / (K + 1)²` for every `n` from `1` to `K`. -/
theorem single_mode_sharpness {g T : ℝ} (hg : 0 ≤ g) (hT : T ≠ 0) {K n : ℕ}
    (hn : 1 ≤ n) (hnK : n ≤ K) :
    g * (8 * (1 / ((K : ℝ) + 1)) ^ 2) ≤
      decoherence (fun _ : Fin 1 => g) (fun _ => 2 * π / (((K : ℝ) + 1) * T)) (n * T) := by
  have hK1 : (0 : ℝ) < (K : ℝ) + 1 := by positivity
  have hK0 : (K : ℝ) + 1 ≠ 0 := hK1.ne'
  have hn' : (1 : ℝ) ≤ n := by exact_mod_cast hn
  have hnK' : (n : ℝ) ≤ K := by exact_mod_cast hnK
  have hr : 0 ≤ 1 / ((K : ℝ) + 1) := by positivity
  have angle : 2 * π / (((K : ℝ) + 1) * T) * (n * T) = 2 * π * (n / ((K : ℝ) + 1)) := by
    field_simp
  have lo : 1 / ((K : ℝ) + 1) ≤ n / ((K : ℝ) + 1) := by gcongr
  have hi : 1 / ((K : ℝ) + 1) ≤ 1 - n / ((K : ℝ) + 1) := by
    have h : ((n : ℝ) + 1) / ((K : ℝ) + 1) ≤ 1 := by
      rw [div_le_one hK1]
      linarith
    rw [add_div] at h
    linarith
  -- on half a turn the cosine lies below a parabola
  have parabola : ∀ s : ℝ, 0 ≤ s → s ≤ 1 / 2 → cos (2 * π * s) ≤ 1 - 8 * s ^ 2 := by
    intro s h0 h1
    have hs : |2 * π * s| ≤ π := by
      rw [abs_of_nonneg (by positivity)]
      nlinarith [Real.pi_pos]
    have h := Real.cos_quadratic_upper_bound hs
    have e : 2 / π ^ 2 * (2 * π * s) ^ 2 = 8 * s ^ 2 * (π ^ 2 / π ^ 2) := by ring
    rw [e, div_self (pow_ne_zero 2 Real.pi_ne_zero), mul_one] at h
    exact h
  simp only [decoherence, Finset.univ_unique, Finset.sum_singleton]
  rw [angle]
  refine mul_le_mul_of_nonneg_left ?_ hg
  rcases le_total ((n : ℝ) / ((K : ℝ) + 1)) (1 / 2) with h | h
  · have hp := parabola _ (hr.trans lo) h
    nlinarith
  · -- past half a turn, measure the phase backwards
    have hp := parabola (1 - n / ((K : ℝ) + 1)) (hr.trans hi) (by linarith)
    rw [mul_sub, mul_one, Real.cos_two_pi_sub] at hp
    nlinarith

end

end SingleModeSharpness
```

The compiler's answer:

```
Main.lean:41:14: error(lean.unknownIdentifier): Unknown constant `Real.cos_quadratic_upper_bound`
```

The message means that Lean found no constant called `Real.cos_quadratic_upper_bound` in what the file imports. The step `parabola` took its bound on the cosine from that name, so it had no proof. The inequality itself is true, and its statement is unchanged in the repair.

The new proof derives it from a bound on the sine. `Real.mul_le_sin` gives 2/π · x ≤ sin x for 0 ≤ x ≤ π/2. At x = πs, once π is cancelled, this reads 2s ≤ sin(πs), and since 2s is nonnegative both sides can be squared. `Real.cos_two_mul`, after `mul_assoc` has regrouped the angle as 2 · (πs), turns cos(2πs) into 2cos²(πs) − 1. By sin² + cos² = 1 this equals 1 − 2sin²(πs), which is at most 1 − 8s²; `linarith` puts these facts together. The old lines for `hs` and `e` go because they only served the missing lemma: `hs` was to be its hypothesis, and `e` was to simplify its conclusion.

The change, after which it compiles:

```diff
@@ -36,11 +36,10 @@
   have parabola : ∀ s : ℝ, 0 ≤ s → s ≤ 1 / 2 → cos (2 * π * s) ≤ 1 - 8 * s ^ 2 := by
     intro s h0 h1
-    have hs : |2 * π * s| ≤ π := by
-      rw [abs_of_nonneg (by positivity)]
-      nlinarith [Real.pi_pos]
-    have h := Real.cos_quadratic_upper_bound hs
-    have e : 2 / π ^ 2 * (2 * π * s) ^ 2 = 8 * s ^ 2 * (π ^ 2 / π ^ 2) := by ring
-    rw [e, div_self (pow_ne_zero 2 Real.pi_ne_zero), mul_one] at h
-    exact h
+    have h := Real.mul_le_sin (x := π * s) (mul_nonneg Real.pi_pos.le h0)
+      (by nlinarith [Real.pi_pos])
+    rw [← mul_assoc, div_mul_cancel₀ _ Real.pi_ne_zero] at h
+    have h2 : (2 * s) ^ 2 ≤ sin (π * s) ^ 2 := pow_le_pow_left₀ (by linarith) h 2
+    rw [mul_assoc, Real.cos_two_mul]
+    linarith [Real.sin_sq_add_cos_sq (π * s), mul_pow 2 s 2]
   simp only [decoherence, Finset.univ_unique, Finset.sum_singleton]
   rw [angle]
```
